# The Born–Landé energy with exponent n > 1 has a single global minimum, with closed-form depth and curvature

To fit a Born–Landé model of an ionic crystal to a known nearest-neighbour distance $r_0$, a code can set the repulsion strength to $B = M r_0^{n-1}/n$. This makes the slope of the energy vanish at $r_0$. The result below shows that $r_0$ is then the global minimum over all separations, and gives the energy and curvature there.

For separation $r>0$, let

$$E(r) = -\frac{M}{r} + \frac{B}{r^n}, \qquad M, B > 0,\quad n > 1.$$

Here $M$ is the strength of the Coulomb attraction per ion pair, with the Madelung constant and charges absorbed, and $B$ is the strength of the short-range repulsion between overlapping ion shells, also per ion pair, with the sum over neighbours absorbed. The Born exponent $n$ is real, and $n>1$ means that the repulsion falls off with a higher power of the distance than the attraction. The unique global minimum is at

$$r_0 = \left(\frac{nB}{M}\right)^{1/(n-1)},$$

with

$$E(r_0) = -\frac{M}{r_0}\left(1-\frac1n\right), \qquad E''(r_0) = \frac{M(n-1)}{r_0^3}.$$

## Fitting the exponent and checking a relaxation

The curvature formula inverts to $n = 1 + r_0^3E''(r_0)/M$, so for known $M$ a separation and a curvature fix $n$, and then $B$. If the input is a static bulk modulus $K$ at zero pressure, and the volume per ion pair is $c\,r^3$, the chain rule gives $E''(r_0) = 9c\,r_0K$.

For this classical model with one structural parameter, the formulas also provide reference values for a cell relaxation at zero pressure: with the same $M$, $B$ and $n$, it should reproduce $r_0$ and $E(r_0)$ to numerical accuracy, and a second derivative computed at the relaxed separation should reproduce $E''(r_0)$.

## From force balance to the global minimum

Differentiating twice gives

$$E'(r) = \frac{M}{r^2} - \frac{nB}{r^{n+1}}, \qquad E''(r) = -\frac{2M}{r^3} + \frac{n(n+1)B}{r^{n+2}}.$$

Multiplying $E'(r)=0$ by $r^{n+2}$ gives $Mr^n = nBr$. Hence $r^{n-1} = nB/M$, whose only positive solution is $r_0$.

The balance at $r_0$ gives $B = Mr_0^{n-1}/n$. Substituting this and writing $x = r_0/r$,

$$E(r) = \frac{M}{r_0}\left(\frac{x^n}{n} - x\right).$$

At $x=1$ this is the stated value of $E(r_0)$. For $x>0$ and $x\neq1$, the strict Bernoulli inequality says $x^n > 1+n(x-1)$. Dividing by $n$ and subtracting $x$,

$$\frac{x^n}{n} - x > \frac1n - 1,$$

so $E(r) > E(r_0)$ whenever $r\neq r_0$. No discussion of limits is needed.

Finally, the balance turns the repulsive term of $E''(r_0)$ into $(n+1)M/r_0^3$. Adding $-2M/r_0^3$ leaves $M(n-1)/r_0^3$.

For $0<n<1$ the Bernoulli inequality reverses, and the same argument makes $r_0$ the unique global maximum. This is `soft_repulsion_maximum`.

## The derivation in Lean

`hasDerivAt_energy` and `hasDerivAt_deriv_energy` compute the two derivatives. The second uses the slope formula throughout a neighbourhood of `r`, as differentiating it again requires. `eq_eqDist_iff` is the force balance, `deriv_energy_eq_zero_iff` identifies the only stationary point, and `energy_reduced` is the form in $x$.

In `born_lande`, Mathlib's `one_add_mul_self_lt_rpow_one_add` supplies the Bernoulli step with `s` equal to $x-1$. For the curvature, `hA` inserts the balance, and `field_simp` and `ring` finish the algebra.

```lean
import Mathlib

noncomputable section

namespace BornLande

/-- The Born-Landé energy at ion separation `r > 0`: Coulomb attraction of strength `M` and
a repulsion of strength `B` with Born exponent `n`. -/
def energy (M B n r : ℝ) : ℝ := -M / r + B / r ^ n

/-- The separation `(n B / M) ^ (1 / (n - 1))`, for `n B / M > 0` and `n ≠ 1`. -/
def eqDist (M B n : ℝ) : ℝ := (n * B / M) ^ (1 / (n - 1))

/-- The derivative of an inverse power `c / r ^ p` with real exponent, at `r > 0`. -/
theorem hasDerivAt_div_rpow (c p : ℝ) {r : ℝ} (hr : 0 < r) :
    HasDerivAt (fun x : ℝ => c / x ^ p) (-(p * c) / r ^ (p + 1)) r := by
  have hp : r ^ p ≠ 0 := (Real.rpow_pos_of_pos hr p).ne'
  refine ((hasDerivAt_const r c).fun_div
    (Real.hasDerivAt_rpow_const (p := p) (Or.inl hr.ne')) hp).congr_deriv ?_
  rw [Real.rpow_sub_one hr.ne', Real.rpow_add_one hr.ne']
  generalize r ^ p = y at hp ⊢
  simp only [zero_mul, zero_sub]
  field_simp

/-- The slope of the Born-Landé energy at separation `r > 0`. -/
theorem hasDerivAt_energy (M B n : ℝ) {r : ℝ} (hr : 0 < r) :
    HasDerivAt (energy M B n) (M / r ^ 2 - n * B / r ^ (n + 1)) r := by
  have h1 : HasDerivAt (fun x : ℝ => -M / x) (M / r ^ 2) r := by
    refine ((hasDerivAt_const r (-M)).fun_div (hasDerivAt_id' r) hr.ne').congr_deriv ?_
    ring
  refine (h1.fun_add (hasDerivAt_div_rpow B n hr)).congr_deriv ?_
  ring

/-- The second derivative of the Born-Landé energy at separation `r > 0`. -/
theorem hasDerivAt_deriv_energy (M B n : ℝ) {r : ℝ} (hr : 0 < r) :
    HasDerivAt (deriv (energy M B n))
      (-2 * M / r ^ 3 + n * (n + 1) * B / r ^ (n + 2)) r := by
  have h1 : HasDerivAt (fun x : ℝ => M / x ^ 2) (-2 * M / r ^ 3) r := by
    refine ((hasDerivAt_const r M).fun_div (hasDerivAt_pow 2 r)
      (pow_ne_zero 2 hr.ne')).congr_deriv ?_
    show (0 * r ^ 2 - M * (((2 : ℕ) : ℝ) * r ^ 1)) / (r ^ 2) ^ 2 = _
    push_cast
    field_simp
    ring
  have h2 := h1.fun_sub (hasDerivAt_div_rpow (n * B) (n + 1) hr)
  -- near `r` the derivative is given by the slope formula
  have h3 : deriv (energy M B n) =ᶠ[nhds r]
      fun x => M / x ^ 2 - n * B / x ^ (n + 1) :=
    (eventually_gt_nhds hr).mono fun x hx => (hasDerivAt_energy M B n hx).deriv
  refine (h2.congr_of_eventuallyEq h3).congr_deriv ?_
  rw [show n + 2 = n + 1 + 1 by ring]
  ring

/-- A separation `r > 0` equals `eqDist` exactly when `M r ^ n = n B r`, the balance of
attraction and repulsion. -/
theorem eq_eqDist_iff {M B n r : ℝ} (hM : 0 < M) (hB : 0 < B) (hn : 0 < n) (hn1 : n ≠ 1)
    (hr : 0 < r) : r = eqDist M B n ↔ M * r ^ n = n * B * r := by
  have hc : 0 < n * B / M := by positivity
  have h1 : n - 1 ≠ 0 := sub_ne_zero.mpr hn1
  constructor
  · intro h
    have hp : r ^ (n - 1) = n * B / M := by
      rw [h, eqDist, ← Real.rpow_mul hc.le, one_div_mul_cancel h1, Real.rpow_one]
    rw [Real.rpow_sub_one hr.ne', div_eq_div_iff hr.ne' hM.ne'] at hp
    linear_combination hp
  · intro h
    have hp : r ^ (n - 1) = n * B / M := by
      rw [Real.rpow_sub_one hr.ne', div_eq_div_iff hr.ne' hM.ne']
      linear_combination h
    rw [eqDist, ← hp, ← Real.rpow_mul hr.le, mul_one_div_cancel h1, Real.rpow_one]

/-- The slope of the energy vanishes at `r > 0` exactly when `r` is `eqDist`. -/
theorem deriv_energy_eq_zero_iff {M B n r : ℝ} (hM : 0 < M) (hB : 0 < B) (hn : 0 < n)
    (hn1 : n ≠ 1) (hr : 0 < r) : deriv (energy M B n) r = 0 ↔ r = eqDist M B n := by
  have hy : 0 < r ^ n := Real.rpow_pos_of_pos hr n
  rw [eq_eqDist_iff hM hB hn hn1 hr, (hasDerivAt_energy M B n hr).deriv, sub_eq_zero,
    Real.rpow_add_one hr.ne', div_eq_div_iff (pow_pos hr 2).ne' (mul_pos hy hr).ne']
  constructor
  · intro h
    apply mul_right_cancel₀ hr.ne'
    linear_combination h
  · intro h
    linear_combination r * h

/-- The energy in reduced form: a function of `r0 / r` in units of `M / r0`, with `r0` the
separation `eqDist`. -/
theorem energy_reduced {M B n r : ℝ} (hM : 0 < M) (hB : 0 < B) (hn : 0 < n) (hn1 : n ≠ 1)
    (hr : 0 < r) : energy M B n r =
      M / eqDist M B n * ((eqDist M B n / r) ^ n / n - eqDist M B n / r) := by
  have h0 : 0 < eqDist M B n := Real.rpow_pos_of_pos (by positivity) _
  have hb := (eq_eqDist_iff hM hB hn hn1 h0).mp rfl
  have hA : eqDist M B n ^ n = n * B * eqDist M B n / M := by
    rw [eq_div_iff hM.ne']
    linear_combination hb
  have hy : 0 < r ^ n := Real.rpow_pos_of_pos hr n
  rw [Real.div_rpow h0.le hr.le, hA, energy]
  generalize r ^ n = y at hy ⊢
  generalize eqDist M B n = s at h0 ⊢
  field_simp
  ring

/-- **Born-Landé energy.** For `n > 1` the energy has its unique global minimum over `r > 0` at
`r0 = (n B / M) ^ (1 / (n - 1))`, with value `-(M / r0) (1 - 1 / n)` and second derivative
`M (n - 1) / r0 ^ 3`. -/
theorem born_lande {M B n : ℝ} (hM : 0 < M) (hB : 0 < B) (hn : 1 < n) :
    0 < eqDist M B n ∧
    (∀ r, 0 < r → r ≠ eqDist M B n → energy M B n (eqDist M B n) < energy M B n r) ∧
    energy M B n (eqDist M B n) = -(M / eqDist M B n) * (1 - 1 / n) ∧
    HasDerivAt (deriv (energy M B n)) (M * (n - 1) / eqDist M B n ^ 3) (eqDist M B n) := by
  have hn0 : 0 < n := by linarith
  have h0 : 0 < eqDist M B n := Real.rpow_pos_of_pos (by positivity) _
  have hval : energy M B n (eqDist M B n) = -(M / eqDist M B n) * (1 - 1 / n) := by
    rw [energy_reduced hM hB hn0 hn.ne' h0, div_self h0.ne', Real.one_rpow]
    ring
  refine ⟨h0, fun r hr hne => ?_, hval, ?_⟩
  · rw [hval, energy_reduced hM hB hn0 hn.ne' hr]
    have hx : 0 < eqDist M B n / r := div_pos h0 hr
    have hx1 : eqDist M B n / r ≠ 1 := fun h => hne ((div_eq_one_iff_eq hr.ne').mp h).symm
    -- strict Bernoulli inequality for the ratio of separations
    have hb := one_add_mul_self_lt_rpow_one_add (s := eqDist M B n / r - 1)
      (by linarith) (sub_ne_zero.mpr hx1) hn
    rw [add_sub_cancel] at hb
    have hd := div_lt_div_of_pos_right hb hn0
    have he : (1 + n * (eqDist M B n / r - 1)) / n = 1 / n + (eqDist M B n / r - 1) := by
      rw [add_div, mul_div_cancel_left₀ _ hn0.ne']
    rw [he] at hd
    have hm := mul_pos (div_pos hM h0) (sub_pos.mpr hd)
    linarith
  · -- the force balance removes the repulsion strength from the curvature
    refine (hasDerivAt_deriv_energy M B n h0).congr_deriv ?_
    have hb := (eq_eqDist_iff hM hB hn0 hn.ne' h0).mp rfl
    have hA : eqDist M B n ^ n = n * B * eqDist M B n / M := by
      rw [eq_div_iff hM.ne']
      linear_combination hb
    rw [show n + 2 = n + 1 + 1 by ring, Real.rpow_add_one h0.ne',
      Real.rpow_add_one h0.ne', hA]
    generalize eqDist M B n = s at h0 ⊢
    field_simp
    ring

/-- The Born exponent expressed through the separation `r0` of minimal energy and the second
derivative of the energy there. -/
theorem born_exponent_from_curvature {M B n : ℝ} (hM : 0 < M) (hB : 0 < B) (hn : 1 < n) :
    n = 1 + eqDist M B n ^ 3 * deriv (deriv (energy M B n)) (eqDist M B n) / M := by
  obtain ⟨h0, -, -, h⟩ := born_lande hM hB hn
  rw [h.deriv, mul_div_cancel₀ _ (pow_pos h0 3).ne', mul_div_cancel_left₀ _ hM.ne']
  ring

/-- For a soft repulsion with `0 < n < 1`, the separation `eqDist` is the unique global maximum
of the energy over `r > 0`. -/
theorem soft_repulsion_maximum {M B n r : ℝ} (hM : 0 < M) (hB : 0 < B) (hn : 0 < n)
    (hn1 : n < 1) (hr : 0 < r) (hne : r ≠ eqDist M B n) :
    energy M B n r < energy M B n (eqDist M B n) := by
  have h0 : 0 < eqDist M B n := Real.rpow_pos_of_pos (by positivity) _
  rw [energy_reduced hM hB hn hn1.ne hr, energy_reduced hM hB hn hn1.ne h0,
    div_self h0.ne', Real.one_rpow]
  have hx : 0 < eqDist M B n / r := div_pos h0 hr
  have hx1 : eqDist M B n / r ≠ 1 := fun h => hne ((div_eq_one_iff_eq hr.ne').mp h).symm
  -- below exponent one the Bernoulli inequality is reversed
  have hb := rpow_one_add_lt_one_add_mul_self (s := eqDist M B n / r - 1)
    (by linarith) (sub_ne_zero.mpr hx1) hn hn1
  rw [add_sub_cancel] at hb
  have hd := div_lt_div_of_pos_right hb hn
  rw [add_div, mul_div_cancel_left₀ _ hn.ne'] at hd
  exact mul_lt_mul_of_pos_left (by linarith) (div_pos hM h0)

end BornLande
```

```lean
#print axioms BornLande.deriv_energy_eq_zero_iff
-- 'BornLande.deriv_energy_eq_zero_iff' depends on axioms: [propext, Classical.choice, Quot.sound]
#print axioms BornLande.born_exponent_from_curvature
-- 'BornLande.born_exponent_from_curvature' depends on axioms: [propext, Classical.choice, Quot.sound]
#print axioms BornLande.soft_repulsion_maximum
-- 'BornLande.soft_repulsion_maximum' depends on axioms: [propext, Classical.choice, Quot.sound]
```

## What is established, and for which model

`energy M B n r` is $E(r)$ with a real power, and `eqDist M B n` is $r_0$. Under `0 < M`, `0 < B` and `1 < n`, the theorem `born_lande` states four things: $r_0$ is positive; every other positive separation has strictly higher energy; the energy at $r_0$ has the stated value; and the derivative of `deriv (energy M B n)` exists at $r_0$ and equals the stated curvature. `born_exponent_from_curvature` is the inversion for $n$.

The constants $M$ and $B$ are inputs. The file does not evaluate a Madelung sum or derive the repulsion from electronic structure. Keeping them constant as $r$ varies describes uniform scaling of a fixed crystal structure, so the minimum says nothing about stability against shear or a change of structure. Dispersion, zero-point motion and temperature are absent from the energy, and the statements concern exact real numbers, not floating-point results.
